# Gauge invariance and lower bound of $\tau-|\mathbf j|^2/(2n)$ for finitely many differentiable orbitals where the density is positive

Take one orbital on a line and write it, near a point where it is nonzero, as $\psi=re^{i\theta}$ with $r>0$ and $r,\theta$ real. In atomic units its density, current and kinetic energy density are

$$n=r^2,\qquad j=\mathrm{Im}(\bar\psi\psi')=r^2\theta',\qquad \tau=\tfrac12|\psi'|^2=\tfrac12 r'^2+\tfrac12r^2\theta'^2 .$$

The phase part of $\tau$ is exactly $j^2/(2n)$. What remains is $\tfrac12r'^2=n'^2/(8n)$, because $n'=2rr'$. Multiplying $\psi$ by $e^{i\chi}$ with a real differentiable function $\chi$ only shifts $\theta'$ by $\chi'$, so the remainder does not change.

For orbitals $\psi_i$ on $\mathbb R^d$, let $n=\sum_i|\psi_i|^2$, $\mathbf j=\sum_i\mathrm{Im}(\bar\psi_i\nabla\psi_i)$ and $\tau=\tfrac12\sum_i|\nabla\psi_i|^2$. Where $n>0$, the corrected density $\tau-|\mathbf j|^2/(2n)$ is still unchanged when all orbitals are multiplied by the same $e^{i\chi}$, but its equality with $|\nabla n|^2/(8n)$ becomes a lower bound. The excess is measured by the Wronskians $W_{ilk}=\psi_i\partial_k\psi_l-\psi_l\partial_k\psi_i$.

This matters for density functionals that take $\tau$ as an ingredient in a magnetic field: for a finite orbital set, the corrected density is a pointwise ingredient that does not depend on the gauge.

In the file, space is `EuclideanSpace ℝ (Fin d)`, and `partialD` applies the Fréchet derivative to a coordinate unit vector. `gauge` and `wronskian` are the phase change and $W_{ilk}$.

```lean
import Mathlib

open ComplexConjugate

namespace GaugeInvariantKineticDensity

noncomputable section

/-- The partial derivative of `f` at `x` along the `k`-th Cartesian axis. -/
def partialD {d : ℕ} {F : Type*} [NormedAddCommGroup F] [NormedSpace ℝ F]
    (f : EuclideanSpace ℝ (Fin d) → F) (x : EuclideanSpace ℝ (Fin d)) (k : Fin d) : F :=
  fderiv ℝ f x (EuclideanSpace.single k 1)

variable {ι : Type*} {d : ℕ}

/-- The gauge-transformed orbitals `exp(iχ) ψ_i`. -/
def gauge (χ : EuclideanSpace ℝ (Fin d) → ℝ) (ψ : ι → EuclideanSpace ℝ (Fin d) → ℂ)
    (i : ι) (y : EuclideanSpace ℝ (Fin d)) : ℂ :=
  Complex.exp (Complex.I * (χ y : ℂ)) * ψ i y

/-- The Wronskian `ψ_i ∂_k ψ_l - ψ_l ∂_k ψ_i` of two orbitals along the `k`-th axis. -/
def wronskian (ψ : ι → EuclideanSpace ℝ (Fin d) → ℂ) (x : EuclideanSpace ℝ (Fin d))
    (i l : ι) (k : Fin d) : ℂ :=
  ψ i x * partialD (ψ l) x k - ψ l x * partialD (ψ i) x k
```

## One real phase for all orbitals

Physically, $\chi$ is a gauge function: it changes the phase of every orbital at a point by the same angle. The type of `χ` makes it real, and its lack of an orbital index makes it common. The vector potential, which would change along with the phase, does not appear.

By hand, reality gives $|e^{i\chi}|=1$, so a common factor $e^{i\chi}$ cancels in a product $\bar zw$ when both $z$ and $w$ carry it. `phase_cancel` is this step. The extra term from differentiating the phase is treated in the next section.

```lean
/-- A common phase drops out of the product of one amplitude with the conjugate of another. -/
theorem phase_cancel (t : ℝ) (z w : ℂ) :
    conj (Complex.exp (Complex.I * (t : ℂ)) * z) * (Complex.exp (Complex.I * (t : ℂ)) * w)
      = conj z * w := by
  have h : conj (Complex.exp (Complex.I * (t : ℂ))) * Complex.exp (Complex.I * (t : ℂ)) = 1 := by
    rw [← Complex.exp_conj, ← Complex.exp_add]
    simp
  rw [map_mul]
  linear_combination conj z * w * h
```

With a complex $\chi$ the density itself would be rescaled. With separate phases the invariance fails: two orbitals equal to $1$ on a line, one for each spin, have $\tau-j^2/(2n)=0$, but $e^{iqx}$ and $e^{-iqx}$ with $q\neq0$ have $j=0$ and $\tau=q^2$.

## Orbitals and phase differentiable at the point

The hypotheses `hψ` and `hχ` ask for real differentiability at the single point $x$. This excludes, for example, the nuclear cusp of a 1s orbital, where there is no gradient to insert into $\mathbf j$ or $\tau$. Likewise, at a kink of $\chi$ the shift $n\nabla\chi$ has no meaning.

The derivation uses differentiability first in the product rule,

$$\partial_k(e^{i\chi}\psi_i)=e^{i\chi}\bigl(\partial_k\psi_i+i(\partial_k\chi)\psi_i\bigr),$$

which `partialD_gauge` obtains from the chain rule for the exponential.

```lean
/-- For an orbital and a real `χ` differentiable at `x`,
`∂_k (exp(iχ) ψ) = exp(iχ) (∂_k ψ + i (∂_k χ) ψ)` at `x`. -/
theorem partialD_gauge {χ : EuclideanSpace ℝ (Fin d) → ℝ}
    {ψ : ι → EuclideanSpace ℝ (Fin d) → ℂ} {x : EuclideanSpace ℝ (Fin d)} {i : ι}
    (hψ : DifferentiableAt ℝ (ψ i) x) (hχ : DifferentiableAt ℝ χ x) (k : Fin d) :
    partialD (gauge χ ψ i) x k = Complex.exp (Complex.I * (χ x : ℂ)) *
      (partialD (ψ i) x k + Complex.I * ((partialD χ x k : ℝ) : ℂ) * ψ i x) := by
  have h1 : HasFDerivAt (fun y => (χ y : ℂ)) (Complex.ofRealCLM.comp (fderiv ℝ χ x)) x :=
    Complex.ofRealCLM.hasFDerivAt.comp x hχ.hasFDerivAt
  have h2 : HasFDerivAt (gauge χ ψ i) _ x :=
    (h1.const_mul Complex.I).cexp.mul hψ.hasFDerivAt
  unfold partialD
  rw [h2.fderiv]
  change Complex.exp (Complex.I * (χ x : ℂ)) * fderiv ℝ (ψ i) x (EuclideanSpace.single k 1)
    + ψ i x * (Complex.exp (Complex.I * (χ x : ℂ)) *
      (Complex.I * ((fderiv ℝ χ x (EuclideanSpace.single k 1) : ℝ) : ℂ))) = _
  ring
```

## A finite set of orbitals

`Fintype ι` describes a finite list of occupied orbitals, each with weight one. Neither orthogonality nor normalisation is assumed. The constants, plane waves and linear functions used as examples in this text are not normalisable on the line; they only illustrate local behaviour. An infinite list would need convergence conditions, also for differentiating $n$ term by term.

```lean
variable [Fintype ι]

/-- The particle density `n = Σ_i |ψ_i|²`. -/
def density (ψ : ι → EuclideanSpace ℝ (Fin d) → ℂ) (x : EuclideanSpace ℝ (Fin d)) : ℝ :=
  ∑ i, ‖ψ i x‖ ^ 2

/-- The `k`-th component of the paramagnetic current `j = Σ_i Im(conj(ψ_i) ∇ψ_i)`. -/
def current (ψ : ι → EuclideanSpace ℝ (Fin d) → ℂ) (x : EuclideanSpace ℝ (Fin d))
    (k : Fin d) : ℝ :=
  ∑ i, (conj (ψ i x) * partialD (ψ i) x k).im

/-- The kinetic energy density `τ = Σ_i |∇ψ_i|² / 2`. -/
def kinetic (ψ : ι → EuclideanSpace ℝ (Fin d) → ℂ) (x : EuclideanSpace ℝ (Fin d)) : ℝ :=
  1 / 2 * ∑ k, ∑ i, ‖partialD (ψ i) x k‖ ^ 2

/-- The current-corrected kinetic energy density `τ - |j|²/(2n)`, meant for points with `n > 0`. -/
def correctedKinetic (ψ : ι → EuclideanSpace ℝ (Fin d) → ℂ)
    (x : EuclideanSpace ℝ (Fin d)) : ℝ :=
  kinetic ψ x - (∑ k, current ψ x k ^ 2) / (2 * density ψ x)
```

The density is unchanged. Multiplying the product rule by the conjugate orbital and taking imaginary parts gives $j_k\to j_k+n\,\partial_k\chi$. For the kinetic term,

$$|\partial_k\psi_i+i(\partial_k\chi)\psi_i|^2=|\partial_k\psi_i|^2+2(\partial_k\chi)\,\mathrm{Im}(\bar\psi_i\partial_k\psi_i)+(\partial_k\chi)^2|\psi_i|^2 .$$

Summing over $i$ and $k$ and halving gives $\tau\to\tau+\mathbf j\cdot\nabla\chi+\tfrac12n|\nabla\chi|^2$. The proofs for the current and for $\tau$ compare the sums orbital by orbital, expand into real and imaginary parts, and finish with `ring`; for the density, the modulus of the phase factor is enough.

```lean
variable {χ : EuclideanSpace ℝ (Fin d) → ℝ} {ψ : ι → EuclideanSpace ℝ (Fin d) → ℂ}
  {x : EuclideanSpace ℝ (Fin d)}

/-- A gauge transformation leaves the density unchanged. -/
theorem density_gauge : density (gauge χ ψ) x = density ψ x := by
  refine Finset.sum_congr rfl fun i _ => ?_
  rw [gauge, norm_mul, mul_comm Complex.I, Complex.norm_exp_ofReal_mul_I, one_mul]

/-- For orbitals and `χ` differentiable at `x`, the current transforms as `j → j + n ∇χ`. -/
theorem current_gauge (hψ : ∀ i, DifferentiableAt ℝ (ψ i) x) (hχ : DifferentiableAt ℝ χ x)
    (k : Fin d) :
    current (gauge χ ψ) x k = current ψ x k + density ψ x * partialD χ x k := by
  unfold current density
  rw [Finset.sum_mul, ← Finset.sum_add_distrib]
  refine Finset.sum_congr rfl fun i _ => ?_
  rw [partialD_gauge (hψ i) hχ, gauge, phase_cancel, Complex.sq_norm, Complex.normSq_apply]
  simp only [Complex.mul_im, Complex.mul_re, Complex.add_re, Complex.add_im, Complex.conj_re,
    Complex.conj_im, Complex.I_re, Complex.I_im, Complex.ofReal_re, Complex.ofReal_im]
  ring

/-- For orbitals and `χ` differentiable at `x`, the kinetic energy density transforms as
`τ → τ + j·∇χ + n |∇χ|²/2`. -/
theorem kinetic_gauge (hψ : ∀ i, DifferentiableAt ℝ (ψ i) x) (hχ : DifferentiableAt ℝ χ x) :
    kinetic (gauge χ ψ) x = kinetic ψ x +
      ∑ k, (current ψ x k * partialD χ x k + density ψ x * partialD χ x k ^ 2 / 2) := by
  have hk : ∀ k, ∑ i, ‖partialD (gauge χ ψ i) x k‖ ^ 2 = ∑ i, ‖partialD (ψ i) x k‖ ^ 2
      + current ψ x k * (2 * partialD χ x k) + density ψ x * partialD χ x k ^ 2 := by
    intro k
    unfold current density
    rw [Finset.sum_mul, Finset.sum_mul, ← Finset.sum_add_distrib, ← Finset.sum_add_distrib]
    refine Finset.sum_congr rfl fun i _ => ?_
    rw [partialD_gauge (hψ i) hχ, norm_mul, mul_comm Complex.I (χ x : ℂ),
      Complex.norm_exp_ofReal_mul_I, one_mul]
    simp only [Complex.sq_norm, Complex.normSq_apply, Complex.mul_im, Complex.mul_re,
      Complex.add_re, Complex.add_im, Complex.conj_re, Complex.conj_im, Complex.I_re,
      Complex.I_im, Complex.ofReal_re, Complex.ofReal_im]
    ring
  unfold kinetic
  rw [Finset.mul_sum, Finset.mul_sum, ← Finset.sum_add_distrib]
  refine Finset.sum_congr rfl fun k _ => ?_
  rw [hk k]
  ring
```

Differentiability of the orbitals enters again in $\partial_kn=2\,\mathrm{Re}\sum_i\bar\psi_i\partial_k\psi_i$. Thus $\nabla n$ is the derivative of the density function itself, not a separate definition.

```lean
/-- For orbitals differentiable at `x`, `∂_k n = 2 Re Σ_i conj(ψ_i) ∂_k ψ_i`. -/
theorem partialD_density (hψ : ∀ i, DifferentiableAt ℝ (ψ i) x) (k : Fin d) :
    partialD (density ψ) x k = 2 * ∑ i, (conj (ψ i x) * partialD (ψ i) x k).re := by
  have h : HasFDerivAt (density ψ)
      (∑ i, 2 • (innerSL ℝ (ψ i x)).comp (fderiv ℝ (ψ i) x)) x :=
    HasFDerivAt.fun_sum fun i _ => (hψ i).hasFDerivAt.norm_sq
  unfold partialD
  rw [h.fderiv, sum_apply, Finset.mul_sum]
  refine Finset.sum_congr rfl fun i _ => ?_
  change 2 • inner ℝ (ψ i x) (fderiv ℝ (ψ i) x (EuclideanSpace.single k 1)) = _
  rw [Complex.inner]
  simp only [Complex.mul_re, Complex.conj_re, Complex.conj_im, two_smul]
  ring
```

The bound comes from Lagrange's identity. For complex vectors $z,w$ put $a_i=\bar z_iw_i$. Then

$$|z_iw_l-z_lw_i|^2=|z_i|^2|w_l|^2+|z_l|^2|w_i|^2-2\,\mathrm{Re}(a_i\bar a_l),$$

and summing over all ordered pairs gives

$$\sum_{i,l}|z_iw_l-z_lw_i|^2=2\Bigl(\sum_i|z_i|^2\sum_i|w_i|^2-\Bigl|\sum_ia_i\Bigr|^2\Bigr).$$

In the proof, `key` is the expansion for one pair.

```lean
/-- Lagrange's identity: the squared moduli of the two-by-two determinants of two complex vectors,
summed over all ordered pairs of indices, give twice the defect in the Cauchy-Schwarz inequality
`|Σ_i conj(z_i) w_i|² ≤ Σ_i |z_i|² Σ_i |w_i|²`. -/
theorem lagrange_identity (z w : ι → ℂ) :
    ∑ i, ∑ l, ‖z i * w l - z l * w i‖ ^ 2 = 2 * ((∑ i, ‖z i‖ ^ 2) * (∑ i, ‖w i‖ ^ 2)
      - (∑ i, (conj (z i) * w i).re) ^ 2 - (∑ i, (conj (z i) * w i).im) ^ 2) := by
  have key : ∀ i l, ‖z i * w l - z l * w i‖ ^ 2 =
      ‖z i‖ ^ 2 * ‖w l‖ ^ 2 + ‖z l‖ ^ 2 * ‖w i‖ ^ 2
      - 2 * ((conj (z i) * w i).re * (conj (z l) * w l).re)
      - 2 * ((conj (z i) * w i).im * (conj (z l) * w l).im) := by
    intro i l
    simp only [Complex.sq_norm, Complex.normSq_apply, Complex.sub_re, Complex.sub_im,
      Complex.mul_re, Complex.mul_im, Complex.conj_re, Complex.conj_im]
    ring
  simp only [key, Finset.sum_sub_distrib, Finset.sum_add_distrib, ← Finset.mul_sum,
    ← Finset.sum_mul]
  ring
```

## Positive density

The hypothesis `hn` says that at least one orbital is nonzero at $x$. By hand it permits division by $n$. Set $z_i=\psi_i$ and $w_i=\partial_k\psi_i$, so that $\sum_ia_i=\tfrac12\partial_kn+ij_k$, where the $i$ before $j_k$ is the imaginary unit. Summing Lagrange's identity over $k$ gives

$$\sum_{k,i,l}|W_{ilk}|^2=4n\tau-\tfrac12|\nabla n|^2-2|\mathbf j|^2,$$

and dividing by $4n$ gives

$$\tau-\frac{|\mathbf j|^2}{2n}=\frac{|\nabla n|^2}{8n}+\frac1{4n}\sum_{k,i,l}|W_{ilk}|^2 .$$

In `correctedKinetic_eq`, `hk` treats one direction, `hs` sums over directions, and `hn` supplies $n\,n^{-1}=1$.

```lean
/-- Where `n > 0` and the orbitals are differentiable, `τ - |j|²/(2n)` equals `|∇n|²/(8n)` plus the
sum of the squared moduli of all orbital Wronskians, divided by `4n`. -/
theorem correctedKinetic_eq (hψ : ∀ i, DifferentiableAt ℝ (ψ i) x) (hn : 0 < density ψ x) :
    correctedKinetic ψ x = (∑ k, partialD (density ψ) x k ^ 2) / (8 * density ψ x)
      + (∑ k, ∑ i, ∑ l, ‖wronskian ψ x i l k‖ ^ 2) / (4 * density ψ x) := by
  have hk : ∀ k, ∑ i, ∑ l, ‖wronskian ψ x i l k‖ ^ 2 =
      2 * (density ψ x * (∑ i, ‖partialD (ψ i) x k‖ ^ 2)
        - (partialD (density ψ) x k / 2) ^ 2 - current ψ x k ^ 2) := by
    intro k
    rw [partialD_density hψ k, mul_div_cancel_left₀ _ (two_ne_zero)]
    exact lagrange_identity (fun i => ψ i x) (fun i => partialD (ψ i) x k)
  -- sum over the Cartesian directions
  have hs : ∑ k, ∑ i, ∑ l, ‖wronskian ψ x i l k‖ ^ 2 = 4 * density ψ x * kinetic ψ x
      - (∑ k, partialD (density ψ) x k ^ 2) / 2 - 2 * ∑ k, current ψ x k ^ 2 := by
    rw [Finset.sum_congr rfl fun k _ => hk k]
    unfold kinetic
    simp only [mul_sub, div_pow, Finset.sum_sub_distrib, ← Finset.mul_sum, ← Finset.sum_div]
    ring
  have h1 : density ψ x * (density ψ x)⁻¹ = 1 := mul_inv_cancel₀ hn.ne'
  rw [hs, correctedKinetic]
  linear_combination (-kinetic ψ x) * h1
```

At a node the equality can fail. For the single orbital $\psi(x)=x$ at $x=0$, $\tau=\tfrac12$ while $j$, $\nabla n$ and the Wronskian vanish; Lean's convention that division by zero gives zero would then make the two sides $\tfrac12$ and $0$.

The main theorem has three parts under `hψ`, `hχ` and `hn`: the corrected density is invariant, it is at least $|\nabla n|^2/(8n)$, and equality holds exactly when every $W_{ilk}$ vanishes at $x$. The first part follows from

$$\frac{|\mathbf j+n\nabla\chi|^2}{2n}=\frac{|\mathbf j|^2}{2n}+\mathbf j\cdot\nabla\chi+\frac{n|\nabla\chi|^2}{2},$$

whose last two terms are the change of $\tau$; `hJ` is this expansion before division. The second holds because the Wronskian term is nonnegative. For the third, a vanishing sum of squares forces each term to vanish, which the proof extracts one sum at a time.

```lean
/-- Let the orbitals and the real function `χ` be differentiable at a point with `n > 0`. Then
`τ - |j|²/(2n)` is unchanged by `ψ_i → exp(iχ) ψ_i` and is at least `|∇n|²/(8n)`, with equality
exactly when all orbital Wronskians vanish at that point. -/
theorem gauge_invariance_and_bound (hψ : ∀ i, DifferentiableAt ℝ (ψ i) x)
    (hχ : DifferentiableAt ℝ χ x) (hn : 0 < density ψ x) :
    correctedKinetic (gauge χ ψ) x = correctedKinetic ψ x ∧
    (∑ k, partialD (density ψ) x k ^ 2) / (8 * density ψ x) ≤ correctedKinetic ψ x ∧
    (correctedKinetic ψ x = (∑ k, partialD (density ψ) x k ^ 2) / (8 * density ψ x) ↔
      ∀ i l k, wronskian ψ x i l k = 0) := by
  refine ⟨?_, ?_, ?_⟩
  · -- the changes of τ and of |j|²/(2n) cancel
    have hJ : ∑ k, (current ψ x k + density ψ x * partialD χ x k) ^ 2 =
        ∑ k, current ψ x k ^ 2 + 2 * density ψ x *
          ∑ k, (current ψ x k * partialD χ x k + density ψ x * partialD χ x k ^ 2 / 2) := by
      rw [Finset.mul_sum, ← Finset.sum_add_distrib]
      exact Finset.sum_congr rfl fun k _ => by ring
    have h2 : 2 * density ψ x ≠ 0 := by positivity
    unfold correctedKinetic
    rw [Finset.sum_congr rfl fun k _ => by rw [current_gauge hψ hχ k], hJ,
      kinetic_gauge hψ hχ, density_gauge, add_div, mul_div_cancel_left₀ _ h2]
    ring
  · rw [correctedKinetic_eq hψ hn]
    exact le_add_of_nonneg_right (by positivity)
  · rw [correctedKinetic_eq hψ hn]
    constructor
    · intro h i l k
      -- a vanishing sum of squares has only vanishing terms
      have h0 := (div_eq_zero_iff.mp (add_eq_left.mp h)).resolve_right (by positivity)
      have h1 := (Finset.sum_eq_zero_iff_of_nonneg (fun k _ => by positivity)).mp h0 k
        (Finset.mem_univ k)
      have h2 := (Finset.sum_eq_zero_iff_of_nonneg (fun i _ => by positivity)).mp h1 i
        (Finset.mem_univ i)
      have h3 := (Finset.sum_eq_zero_iff_of_nonneg (fun l _ => by positivity)).mp h2 l
        (Finset.mem_univ l)
      exact norm_eq_zero.mp (pow_eq_zero_iff (two_ne_zero)|>.mp h3)
    · intro h
      simp [h]
```

## A single orbital

`Subsingleton ι` allows at most one orbital, and `hn` rules out the empty set, so there is exactly one. The only Wronskian pairs the orbital with itself and is zero, so the bound is an equality, as in the opening case.

```lean
/-- For a single orbital, differentiable at a point with `n > 0`,
`τ - |j|²/(2n) = |∇n|²/(8n)` there. -/
theorem single_orbital [Subsingleton ι] (hψ : ∀ i, DifferentiableAt ℝ (ψ i) x)
    (hn : 0 < density ψ x) :
    correctedKinetic ψ x = (∑ k, partialD (density ψ) x k ^ 2) / (8 * density ψ x) := by
  have hW : ∀ i l k, wronskian ψ x i l k = 0 := by
    intro i l k
    rw [Subsingleton.elim l i]
    exact sub_self _
  rw [correctedKinetic_eq hψ hn]
  simp [hW]

end

end GaugeInvariantKineticDensity
```

With more orbitals the excess can be positive. For $\psi_1=1$ and $\psi_2=x$ on a line, at $x=0$, one has $n=1$ and $j=n'=0$, but $\tau=\tfrac12$. The two ordered pairs have Wronskians $\pm1$, which contribute $2/4=\tfrac12$.

```lean
#print axioms GaugeInvariantKineticDensity.gauge_invariance_and_bound
#print axioms GaugeInvariantKineticDensity.single_orbital
```

```
'GaugeInvariantKineticDensity.gauge_invariance_and_bound' depends on axioms: [propext, Classical.choice, Quot.sound]
'GaugeInvariantKineticDensity.single_orbital' depends on axioms: [propext, Classical.choice, Quot.sound]
```
